# Dephasing-limited transfer between two coupled states: a Lorentzian rate, its optimal dephasing off resonance, and its sum rule

Apply the golden rule, with its delta function in energy, to two discrete levels: the rate is zero off resonance and infinite on it. A finite dephasing rate γ gives a finite rate instead. In simulations of charge or exciton hopping, the result can serve as a hop rate for one pair of sites with constant pure dephasing and a quasi-stationary coherence.

```lean
import Mathlib

open Set MeasureTheory Filter Topology

namespace DephasingLimitedTransfer

noncomputable section
```

Let V be the real coupling, d the detuning and t the time, with ħ = 1. The rate `transferRate V d γ`, written k(d, γ), is defined by

k(d, γ) = 2V² ∫₀^∞ cos(dt) exp(−γt) dt.

```lean
/-- The transfer rate between two states with coupling `V`, detuning `d` and dephasing rate
`γ > 0` (units with `ħ = 1`): `2 V²` times the time integral of the damped coherence. -/
def transferRate (V d γ : ℝ) : ℝ :=
  2 * V ^ 2 * ∫ t in Ioi (0 : ℝ), Real.cos (d * t) * Real.exp (-γ * t)
```

The site energies are e₁ and e₂. Lean numbers the states 0 and 1, so the density matrix ρ has ρ₀₀ = p₁, ρ₁₁ = p₂, ρ₀₁ = c and ρ₁₀ = c*.

```lean
/-- The two-state Hamiltonian with site energies `e₁`, `e₂` and real coupling `V`. -/
def hamiltonian (e₁ e₂ V : ℝ) : Matrix (Fin 2) (Fin 2) ℂ :=
  !![(e₁ : ℂ), (V : ℂ); (V : ℂ), (e₂ : ℂ)]
```

`generator` is the right-hand side of the equation of motion. Here γ damps the coherence c only. The rate found in (c) is the same in both directions, so for d ≠ 0 it does not obey detailed balance at any finite temperature.

```lean
/-- The time derivative of the density matrix `ρ` (units with `ħ = 1`): the commutator with
the Hamiltonian `H`, and decay of the off-diagonal elements at the rate `γ`. -/
def generator (H : Matrix (Fin 2) (Fin 2) ℂ) (γ : ℝ) (ρ : Matrix (Fin 2) (Fin 2) ℂ) :
    Matrix (Fin 2) (Fin 2) ℂ :=
  (-Complex.I) • (H * ρ - ρ * H) - (γ : ℂ) • !![0, ρ 0 1; ρ 1 0, 0]
```

## (a) A convergent time integral

Show that for γ > 0

∫₀^∞ |cos(dt)| exp(−γt) dt < ∞.

Since |cos(dt)| ≤ 1, the integrand is at most exp(−γt), whose integral is 1/γ. `Integrable.mono'` makes the same comparison.

```lean
/-- For `γ > 0` the damped coherence is integrable over positive times. -/
theorem integrableOn_coherence (d : ℝ) {γ : ℝ} (hγ : 0 < γ) :
    IntegrableOn (fun t : ℝ => Real.cos (d * t) * Real.exp (-γ * t)) (Ioi 0) := by
  refine Integrable.mono' (exp_neg_integrableOn_Ioi 0 hγ)
    (Continuous.aestronglyMeasurable (by fun_prop)) (Eventually.of_forall fun t => ?_)
  rw [Real.norm_eq_abs, abs_mul, Real.abs_exp]
  exact mul_le_of_le_one_left (Real.exp_pos _).le (Real.abs_cos_le_one _)
```

## (b) The Lorentzian

Show that for γ > 0

k(d, γ) = 2V²γ/(γ² + d²).

Take

F(t) = exp(−γt) [d sin(dt) − γ cos(dt)]/(γ² + d²).

In F′ the sine terms −γd and +γd cancel, and the cosine terms add to γ² + d², so F′(t) = cos(dt) exp(−γt). Because |F(t)| ≤ exp(−γt)(|d| + γ)/(γ² + d²), F vanishes at late times. The integral is therefore −F(0) = γ/(γ² + d²).

In the code, `hder` is the derivative and `hlim` the limit.

```lean
/-- For `γ > 0` the transfer rate is a Lorentzian in the detuning,
`2 V² γ / (γ² + d²)`. -/
theorem transferRate_eq (V d : ℝ) {γ : ℝ} (hγ : 0 < γ) :
    transferRate V d γ = 2 * V ^ 2 * γ / (γ ^ 2 + d ^ 2) := by
  have hD : 0 < γ ^ 2 + d ^ 2 := by positivity
  have hlin (k t : ℝ) : HasDerivAt (fun t : ℝ => k * t) k t := by
    simpa using (hasDerivAt_id t).const_mul k
  -- an explicit antiderivative of the damped coherence
  have hder (t : ℝ) : HasDerivAt (fun t : ℝ => Real.exp (-γ * t) *
      ((d * Real.sin (d * t) - γ * Real.cos (d * t)) / (γ ^ 2 + d ^ 2)))
      (Real.cos (d * t) * Real.exp (-γ * t)) t := by
    refine ((hlin (-γ) t).exp.fun_mul ((((hlin d t).sin.const_mul d).fun_sub
      ((hlin d t).cos.const_mul γ)).div_const (γ ^ 2 + d ^ 2))).congr_deriv ?_
    field_simp
    ring
  -- it vanishes at late times
  have hexp : Tendsto (fun t : ℝ => Real.exp (-γ * t)) atTop (𝓝 0) :=
    Real.tendsto_exp_atBot.comp (tendsto_id.const_mul_atTop_of_neg (neg_lt_zero.2 hγ))
  have hlim : Tendsto (fun t : ℝ => Real.exp (-γ * t) *
      ((d * Real.sin (d * t) - γ * Real.cos (d * t)) / (γ ^ 2 + d ^ 2))) atTop (𝓝 0) := by
    refine squeeze_zero_norm (a := fun t : ℝ => Real.exp (-γ * t) *
      ((|d| + |γ|) / (γ ^ 2 + d ^ 2))) (fun t => ?_) (by simpa using hexp.mul_const _)
    have hb : |d * Real.sin (d * t) - γ * Real.cos (d * t)| ≤ |d| + |γ| := by
      have h0 := norm_sub_le (d * Real.sin (d * t)) (γ * Real.cos (d * t))
      simp only [Real.norm_eq_abs, abs_mul] at h0
      have h1 := mul_le_of_le_one_right (abs_nonneg d) (Real.abs_sin_le_one (d * t))
      have h2 := mul_le_of_le_one_right (abs_nonneg γ) (Real.abs_cos_le_one (d * t))
      linarith
    rw [Real.norm_eq_abs, abs_mul, Real.abs_exp, abs_div, abs_of_pos hD]
    gcongr
  rw [transferRate, integral_Ioi_of_hasDerivAt_of_tendsto' (fun t _ => hder t)
    (integrableOn_coherence d hγ) hlim]
  simp only [mul_zero, Real.exp_zero, Real.sin_zero, Real.cos_zero]
  ring
```

## (c) Population flow from the matrix equation

Let d = e₁ − e₂ and γ > 0. Show that if dc/dt = 0, then

dp₁/dt = −k(d, γ)(p₁ − p₂).

The 01 element of the equation of motion is

dc/dt = −i[dc + V(p₂ − p₁)] − γc,

where dc inside the bracket is the product of d and c. Its real and imaginary parts vanish:

d Im c − γ Re c = 0
−d Re c + V(p₁ − p₂) − γ Im c = 0.

Eliminating Re c gives

Im c = γV(p₁ − p₂)/(γ² + d²).

The 00 element is dp₁/dt = −2V Im c, and (b) identifies the coefficient.

Stationarity is the hypothesis `h`, assumed at the instant considered. It stands for a coherence that relaxes much faster than the populations move. Lean obtains the two real equations as `hre` and `him`, and `linear_combination` eliminates Re c.

```lean
/-- If the coherence `c` of a dephasing two-state system with `γ > 0` is stationary, then the
first population changes at minus the transfer rate times the population difference. -/
theorem population_flow (e₁ e₂ V p₁ p₂ : ℝ) (c : ℂ) {γ : ℝ} (hγ : 0 < γ)
    (h : generator (hamiltonian e₁ e₂ V) γ !![(p₁ : ℂ), c; star c, (p₂ : ℂ)] 0 1 = 0) :
    generator (hamiltonian e₁ e₂ V) γ !![(p₁ : ℂ), c; star c, (p₂ : ℂ)] 0 0 =
      ((-(transferRate V (e₁ - e₂) γ * (p₁ - p₂)) : ℝ) : ℂ) := by
  have hD : γ ^ 2 + (e₁ - e₂) ^ 2 ≠ 0 := by positivity
  -- real and imaginary parts of the equation of motion for the coherence
  have hre : (generator (hamiltonian e₁ e₂ V) γ
      !![(p₁ : ℂ), c; star c, (p₂ : ℂ)] 0 1).re = (e₁ - e₂) * c.im - γ * c.re := by
    simp [generator, hamiltonian]
    ring
  have him : (generator (hamiltonian e₁ e₂ V) γ
      !![(p₁ : ℂ), c; star c, (p₂ : ℂ)] 0 1).im =
        -((e₁ - e₂) * c.re + V * (p₂ - p₁)) - γ * c.im := by
    simp [generator, hamiltonian]
    ring
  rw [h, Complex.zero_re] at hre
  rw [h, Complex.zero_im] at him
  have hc : c.im = γ * V * (p₁ - p₂) / (γ ^ 2 + (e₁ - e₂) ^ 2) := by
    rw [eq_div_iff hD]
    linear_combination γ * him - (e₁ - e₂) * hre
  -- the population is driven by the imaginary part of the coherence
  have hflow : generator (hamiltonian e₁ e₂ V) γ
      !![(p₁ : ℂ), c; star c, (p₂ : ℂ)] 0 0 = ((-2 * V * c.im : ℝ) : ℂ) := by
    apply Complex.ext <;>
      simp [generator, hamiltonian] <;> ring
  rw [hflow, transferRate_eq V _ hγ, hc]
  congr 1
  ring
```

## (d) Comparing two dephasing rates

Show that for x, y > 0

k(d, y) − k(d, x) = 2V²(y − x)(d² − xy)/[(x² + d²)(y² + d²)].

With the factor 2V² taken out, the numerator over the common denominator is

y(x² + d²) − x(y² + d²) = (y − x)(d² − xy).

Lean clears the denominators and leaves this identity to `ring`.

```lean
/-- The difference of the transfer rates at two positive dephasing rates `x` and `y`
in factorised form. -/
theorem transferRate_sub (V d : ℝ) {x y : ℝ} (hx : 0 < x) (hy : 0 < y) :
    transferRate V d y - transferRate V d x =
      2 * V ^ 2 * ((y - x) * (d ^ 2 - x * y)) / ((x ^ 2 + d ^ 2) * (y ^ 2 + d ^ 2)) := by
  have h1 : x ^ 2 + d ^ 2 ≠ 0 := by positivity
  have h2 : y ^ 2 + d ^ 2 ≠ 0 := by positivity
  rw [transferRate_eq V d hx, transferRate_eq V d hy, div_sub_div _ _ h2 h1,
    div_eq_div_iff (mul_ne_zero h2 h1) (mul_ne_zero h1 h2)]
  ring
```

## (e) Rise and fall

For V, d ≠ 0, show that

k(d, x) < k(d, y) if 0 < x < y ≤ |d|
k(d, x) > k(d, y) if |d| ≤ x < y.

In the first case xy < y² ≤ d², so the factor d² − xy in (d) is positive. In the second xy > x² ≥ d², so it is negative. `nlinarith` proves these two signs. The intervals are `Ioc 0 |d|` and `Ici |d|`.

```lean
/-- For nonzero coupling and detuning, the transfer rate strictly increases with the dephasing
rate on `0 < γ ≤ |d|` and strictly decreases on `γ ≥ |d|`. -/
theorem transferRate_turnover {V d : ℝ} (hV : V ≠ 0) (hd : d ≠ 0) :
    StrictMonoOn (transferRate V d) (Ioc 0 |d|) ∧
      StrictAntiOn (transferRate V d) (Ici |d|) := by
  have ha : 0 < |d| := abs_pos.2 hd
  have hsq : |d| ^ 2 = d ^ 2 := sq_abs d
  constructor
  · intro x hx y hy hxy
    have hx0 : 0 < x := hx.1
    have hy0 : 0 < y := hy.1
    have h1 : 0 < y - x := sub_pos.2 hxy
    have h2 : 0 < d ^ 2 - x * y := by
      nlinarith [mul_nonneg ha.le (sub_nonneg.2 hy.2),
        mul_pos hy0 (sub_pos.2 (hxy.trans_le hy.2))]
    rw [← sub_pos, transferRate_sub V d hx0 hy0]
    positivity
  · intro x hx y hy hxy
    have hxa : |d| ≤ x := hx
    have hx0 : 0 < x := ha.trans_le hxa
    have hy0 : 0 < y := hx0.trans hxy
    have h2 : d ^ 2 - y * x < 0 := by
      nlinarith [mul_nonneg ha.le (sub_nonneg.2 hxa),
        mul_pos hx0 (sub_pos.2 (hxa.trans_lt hxy))]
    have h3 : 0 < (x - y) * (d ^ 2 - y * x) := mul_pos_of_neg_of_neg (sub_neg.2 hxy) h2
    rw [← sub_pos, transferRate_sub V d hy0 hx0]
    positivity
```

## (f) The optimum

For V, d ≠ 0, show that

k(d, |d|) = V²/|d|, and k(d, γ) < k(d, |d|) for every other γ > 0.

Putting γ = |d| in (b) gives 2V²|d|/(2d²) = V²/|d|. Any other γ lies on one of the two branches in (e), and Lean splits the cases in the same way.

For V = 0.1 and d = 2, the rates at γ = 1, 2, 4 are 0.02/5 = 0.004, 0.04/8 = 0.005 and 0.08/20 = 0.004, all much smaller than γ. The outer values agree because 1·4 = d².

```lean
/-- For nonzero coupling and detuning, the transfer rate at `γ = |d|` is `V² / |d|`, and it is
strictly smaller at every other positive dephasing rate. -/
theorem transferRate_optimal {V d : ℝ} (hV : V ≠ 0) (hd : d ≠ 0) :
    transferRate V d |d| = V ^ 2 / |d| ∧
      ∀ γ : ℝ, 0 < γ → γ ≠ |d| → transferRate V d γ < transferRate V d |d| := by
  have ha : 0 < |d| := abs_pos.2 hd
  refine ⟨?_, fun γ hγ hne => ?_⟩
  · rw [transferRate_eq V d ha, ← sq_abs d, div_eq_div_iff (by positivity) ha.ne']
    ring
  · rcases lt_or_gt_of_ne hne with h | h
    · exact (transferRate_turnover hV hd).1 ⟨hγ, h.le⟩ ⟨ha, le_rfl⟩ h
    · exact (transferRate_turnover hV hd).2 (mem_Ici.2 le_rfl) (mem_Ici.2 h.le) h
```

## (g) The area under the line

Show that for γ > 0 the rate is integrable over d, with

∫ k(d, γ) dd = 2πV² (over all real d).

Substitute d = γu:

∫ k(d, γ) dd = (2V²/γ) · γ ∫ du/(1 + u²) = 2πV².

Integrability follows from that of 1/(1 + u²). In Lean, `h` rewrites the rate in the variable d/γ and `hs` supplies the factor |γ|.

Dephasing thus broadens the line at fixed area. The golden-rule delta function is its γ → 0 limit, which is not taken here.

```lean
/-- For every `γ > 0` the transfer rate is integrable over the detuning, and its integral
is `2 π V²`. -/
theorem transferRate_sum_rule (V : ℝ) {γ : ℝ} (hγ : 0 < γ) :
    Integrable (fun d : ℝ => transferRate V d γ) ∧
      ∫ d : ℝ, transferRate V d γ = 2 * Real.pi * V ^ 2 := by
  -- measure the detuning in units of the dephasing rate
  have h : (fun d : ℝ => transferRate V d γ) =
      fun d : ℝ => 2 * V ^ 2 / γ * (1 + (d / γ) ^ 2)⁻¹ := by
    funext d
    have hD : γ ^ 2 + d ^ 2 ≠ 0 := by positivity
    have e : 1 + (d / γ) ^ 2 = (γ ^ 2 + d ^ 2) / γ ^ 2 := by field_simp
    rw [transferRate_eq V d hγ, e, inv_div]
    field_simp
  have hs : ∫ x : ℝ, (1 + (x / γ) ^ 2)⁻¹ = |γ| • ∫ x : ℝ, (1 + x ^ 2)⁻¹ :=
    Measure.integral_comp_div (fun x : ℝ => (1 + x ^ 2)⁻¹) γ
  rw [h]
  refine ⟨(integrable_inv_one_add_sq.comp_div hγ.ne').const_mul _, ?_⟩
  rw [integral_const_mul, hs, integral_univ_inv_one_add_sq, abs_of_pos hγ, smul_eq_mul]
  field_simp

end

end DephasingLimitedTransfer
```

```lean
#print axioms DephasingLimitedTransfer.population_flow
-- 'DephasingLimitedTransfer.population_flow' depends on axioms: [propext, Classical.choice, Quot.sound]
#print axioms DephasingLimitedTransfer.transferRate_optimal
-- 'DephasingLimitedTransfer.transferRate_optimal' depends on axioms: [propext, Classical.choice, Quot.sound]
#print axioms DephasingLimitedTransfer.transferRate_sum_rule
-- 'DephasingLimitedTransfer.transferRate_sum_rule' depends on axioms: [propext, Classical.choice, Quot.sound]
```
